# Averaging independent copies divides the variance by their number and leaves the bias unchanged

The theorem `mse_eq_bias_sq_add_variance_div` concerns a real estimator `R` on a finite space whose real weights sum to one; the weights need not be non-negative. It states that when `R` is averaged over `M > 0` independent copies, the mean-square error about a target `θ` is `(mean p R - θ) ^ 2 + variance p R / M`. Averaging therefore divides the variance term by `M` and leaves the squared bias as it was. When the weights are non-negative, so is the variance, and more copies can then only lower the error or leave it unchanged. The proof first writes this error as the mean-square distance of the summed estimator from `M * θ`, divided by `M ^ 2`, and then applies the earlier result `sum_error`. The failure is in the first of these steps.

An attempt in Lean 4 with a fault in it:

```lean
import Mathlib

open Filter Topology

namespace MseEqBiasSqAddVarianceDiv

noncomputable section

variable {Ω : Type*} [Fintype Ω]

/-- The expectation of `f` on a finite space with weights `p`. -/
def mean (p f : Ω → ℝ) : ℝ := ∑ ω, p ω * f ω

/-- The variance of `f`: the expected squared deviation from its mean. -/
def variance (p f : Ω → ℝ) : ℝ := mean p (fun ω => (f ω - mean p f) ^ 2)

/-- The joint weights of `M` independent copies of the population. -/
def copies (p : Ω → ℝ) (M : ℕ) (x : Fin M → Ω) : ℝ := ∏ i, p (x i)

/-- The average of the estimator `R` over `M` copies, for `M > 0`. -/
def runAverage {M : ℕ} (R : Ω → ℝ) (x : Fin M → Ω) : ℝ := (∑ i, R (x i)) / M

/-- The mean-square error about the target `θ` of the average over `M` independent copies,
for `M > 0`. -/
def mse (p R : Ω → ℝ) (M : ℕ) (θ : ℝ) : ℝ :=
  mean (copies p M) (fun x => (runAverage R x - θ) ^ 2)

/-- An expectation over `M + 1` independent copies can be taken over the first copy and the
remaining `M` copies in turn. -/
theorem mean_copies_succ (p : Ω → ℝ) (M : ℕ) (F : (Fin (M + 1) → Ω) → ℝ) :
    mean (copies p (M + 1)) F =
      mean p (fun a => mean (copies p M) (fun x => F (Fin.cons a x))) := by
  unfold mean copies
  rw [← (Fin.consEquiv (fun _ : Fin (M + 1) => Ω)).sum_comp, Fintype.sum_prod_type]
  refine Finset.sum_congr rfl fun a _ => ?_
  rw [Finset.mul_sum]
  refine Finset.sum_congr rfl fun x _ => ?_
  change (∏ i, p ((Fin.cons a x : Fin (M + 1) → Ω) i)) * F (Fin.cons a x) = _
  rw [Fin.prod_univ_succ]
  simp only [Fin.cons_zero, Fin.cons_succ]
  ring

/-- For weights that sum to one, the mean-square error of a single copy is the squared bias
plus the variance. -/
theorem single_copy_error (p : Ω → ℝ) (hp : ∑ ω, p ω = 1) (R : Ω → ℝ) (θ : ℝ) :
    mean p (fun ω => (R ω - θ) ^ 2) = (mean p R - θ) ^ 2 + variance p R := by
  -- expand the square around an arbitrary centre m
  have key : ∀ m : ℝ, ∑ ω, p ω * (R ω - θ) ^ 2 = ∑ ω, p ω * (R ω - m) ^ 2
      + 2 * (m - θ) * (∑ ω, p ω * R ω - m * ∑ ω, p ω) + (m - θ) ^ 2 * ∑ ω, p ω := by
    intro m
    simp only [Finset.mul_sum, ← Finset.sum_add_distrib, ← Finset.sum_sub_distrib]
    refine Finset.sum_congr rfl fun ω _ => ?_
    ring
  have hm : ∑ ω, p ω * R ω = mean p R := rfl
  have h := key (mean p R)
  rw [hp, hm] at h
  change ∑ ω, p ω * (R ω - θ) ^ 2 =
    (mean p R - θ) ^ 2 + ∑ ω, p ω * (R ω - mean p R) ^ 2
  linear_combination h

/-- For weights that sum to one, the summed estimator of `M` independent copies has a
mean-square distance from `c` in which the means add coherently and the variances add
linearly. -/
theorem sum_error (p : Ω → ℝ) (hp : ∑ ω, p ω = 1) (R : Ω → ℝ) (M : ℕ) (c : ℝ) :
    mean (copies p M) (fun x => (∑ i, R (x i) - c) ^ 2) =
      (M * mean p R - c) ^ 2 + M * variance p R := by
  induction M generalizing c with
  | zero => simp [mean, copies]
  | succ M ih =>
    rw [mean_copies_succ]
    -- with the first copy fixed, its value only shifts the offset c
    have h : ∀ a, mean (copies p M)
        (fun x => (∑ i, R ((Fin.cons a x : Fin (M + 1) → Ω) i) - c) ^ 2) =
        (R a - (c - M * mean p R)) ^ 2 + M * variance p R := by
      intro a
      simp only [Fin.sum_univ_succ, Fin.cons_zero, Fin.cons_succ]
      rw [show (fun x : Fin M → Ω => (R a + ∑ i, R (x i) - c) ^ 2) =
        fun x => (∑ i, R (x i) - (c - R a)) ^ 2 from by funext x; ring, ih (c - R a)]
      ring
    have s : ∀ (f : Ω → ℝ) (k : ℝ), mean p (fun a => f a + k) = mean p f + k := by
      intro f k
      simp only [mean, mul_add, Finset.sum_add_distrib, ← Finset.sum_mul, hp, one_mul]
    simp only [h]
    rw [s (fun a => (R a - (c - M * mean p R)) ^ 2), single_copy_error p hp R]
    push_cast
    ring

/-- For weights that sum to one and `M > 0` independent copies, the mean-square error of the
average is the squared bias of one population plus its variance divided by `M`. -/
theorem mse_eq_bias_sq_add_variance_div (p : Ω → ℝ) (hp : ∑ ω, p ω = 1) (R : Ω → ℝ)
    {M : ℕ} (hM : 0 < M) (θ : ℝ) :
    mse p R M θ = (mean p R - θ) ^ 2 + variance p R / M := by
  have hM' : (M : ℝ) ≠ 0 := Nat.cast_ne_zero.mpr hM.ne'
  -- pass from the average to the sum
  have h : mse p R M θ =
      mean (copies p M) (fun x => (∑ i, R (x i) - M * θ) ^ 2) / (M : ℝ) ^ 2 := by
    unfold mse mean runAverage
    rw [Finset.sum_div]
    refine Finset.sum_congr rfl fun x _ => ?_
    have e : (∑ i, R (x i)) / (M : ℝ) - θ = (∑ i, R (x i) - M * θ) / M := by
      rw [sub_div, mul_div_cancel_left₀ _ hM']
    rw [e, div_pow, mul_div_assoc]
  rw [h, sum_error p hp, ← mul_sub, mul_pow, add_div,
    mul_div_cancel_left₀ _ (pow_ne_zero 2 hM'), pow_two (M : ℝ), mul_div_mul_left _ _ hM']

end

end MseEqBiasSqAddVarianceDiv
```

Lean reports:

```
Main.lean:102:8: error: Tactic `rewrite` failed: Did not find an occurrence of the pattern
  (∑ i, R (x i)) / ↑M - θ
in the target expression
  copies p M x * (fun x => ((∑ i, R (x i)) / ↑M - θ) ^ 2) x =
    copies p M x * (fun x => (∑ i, R (x i) - ↑M * θ) ^ 2) x / ↑M ^ 2

Ω : Type u_1
inst✝ : Fintype Ω
p : Ω → ℝ
hp : ∑ ω, p ω = 1
R : Ω → ℝ
M : ℕ
hM : 0 < M
θ : ℝ
hM' : ↑M ≠ 0
x : Fin M → Ω
x✝ : x ∈ Finset.univ
e : (∑ i, R (x i)) / ↑M - θ = (∑ i, R (x i) - ↑M * θ) / ↑M
⊢ copies p M x * (fun x => ((∑ i, R (x i)) / ↑M - θ) ^ 2) x =
    copies p M x * (fun x => (∑ i, R (x i) - ↑M * θ) ^ 2) x / ↑M ^ 2
```

The message says that `rw [e, ...]` cannot find the left side of `e`, `(∑ i, R (x i)) / ↑M - θ`, in the goal. The expression seems to be there, but it sits inside `(fun x => ((∑ i, R (x i)) / ↑M - θ) ^ 2) x`, a function not yet evaluated at its argument. Unfolding the definitions has left the goal in this form. Inside the function, `x` is a bound variable, whereas `e` is about the particular `x` fixed by the proof, so the two expressions do not match.

The added `beta_reduce` evaluates these applications on both sides. The fixed `x` then stands in the expression itself, and `rw` can use `e`.

The other change, from `mul_div_assoc` to `← mul_div_assoc`, is mere tidying. After `div_pow`, the two sides differ only in how a product and a division are grouped. The original direction regroups the right side and the new one the left, and either makes the two sides identical.

The repair, with which the file compiles:

```diff
@@ -100,5 +100,6 @@
     have e : (∑ i, R (x i)) / (M : ℝ) - θ = (∑ i, R (x i) - M * θ) / M := by
       rw [sub_div, mul_div_cancel_left₀ _ hM']
-    rw [e, div_pow, mul_div_assoc]
+    beta_reduce
+    rw [e, div_pow, ← mul_div_assoc]
   rw [h, sum_error p hp, ← mul_sub, mul_pow, add_div,
     mul_div_cancel_left₀ _ (pow_ne_zero 2 hM'), pow_two (M : ℝ), mul_div_mul_left _ _ hM']
```
